# In the transparent band above its resonance, a lossless Lorentz medium has phase velocity above c and group velocity below c

For a collisionless gas of free electrons the refractive index is $n(w)=\sqrt{1-f/w^2}$, where $w$ is the frequency and $f$ the squared plasma frequency. If $w>0$ and $w^2>f$, then $w\,n=\sqrt{w^2-f}$, and differentiating gives the group index $n_g=d(wn)/dw=w/\sqrt{w^2-f}=1/n$. So $n<1$ and $n_g>1$: the phase velocity $c/n$ is above the vacuum speed of light $c$, and the group velocity $c/n_g$ is below it.

Now I bind the electrons with a resonance frequency $w_0>0$, so that

$$n(w)=\sqrt{1+\frac{f}{w_0^2-w^2}},\qquad w^2>w_0^2+f .$$

I believe that $0<n<1$ and $n_g>1$ still hold, with $n\,n_g$ now strictly above one. Can this be made rigorous, with $n_g$ as an actual derivative, and checked by machine? And does it survive when there are several resonances?

## The index product for one resonance

Yes to both, provided that the medium is undamped, all strengths and resonance frequencies are positive, and the frequency lies above all resonances at a point where the permittivity is positive. The bound $n_g>1$ by itself also holds at positive transparent frequencies below or between resonances. Start with one resonance and write $D=w_0^2-w^2$, so that the permittivity is $\varepsilon=n^2=1+f/D$. Since $dD/dw=-2w$,

$$\frac{d\varepsilon}{dw}=\frac{2wf}{D^2}.$$

From $n=\sqrt\varepsilon$ we get $dn/dw=(d\varepsilon/dw)/(2n)$, and the product rule gives

$$n_g=n+w\frac{dn}{dw}=n+\frac{w^2f}{D^2\,n}.$$

Multiply by $n$ and put the fractions over a common denominator:

$$n\,n_g=1+\frac fD+\frac{w^2f}{D^2}=1+\frac{f(D+w^2)}{D^2}=1+\frac{f\,w_0^2}{(w^2-w_0^2)^2}.$$

The last term is positive, so $n\,n_g>1$. The condition $w^2>w_0^2+f$ says that $w^2-w_0^2>f>0$, hence $0<f/(w^2-w_0^2)<1$ and $0<\varepsilon<1$. Therefore $0<n<1$, and $n_g=(n\,n_g)/n>1$.

As a numerical instance, take $w_0=f=1$ and $w^2=3$. Then $n=\sqrt{1/2}\approx0.707$, $n\,n_g=5/4$ and $n_g\approx1.768$. The phase velocity is about $1.414\,c$ and the group velocity about $0.566\,c$.

## Several resonances, and frequencies between them

Let the resonances have frequencies $r_j$ and strengths $f_j>0$, with

$$\varepsilon(w)=1+\sum_j\frac{f_j}{r_j^2-w^2}.$$

Differentiating term by term, at a frequency that is not a resonance and where $\varepsilon>0$, gives

$$n_g=n+\frac{w^2}{n}\sum_j\frac{f_j}{(r_j^2-w^2)^2},\qquad
n\,n_g=1+\sum_j\frac{f_j\,r_j^2}{(r_j^2-w^2)^2}.$$

The second formula follows from the first as before, because $(r_j^2-w^2)+w^2=r_j^2$ in each term.

Below all resonances $n>1$, but between resonances $n$ may lie on either side of one, so the bound on $n_g$ is proved in two cases.

- If $n\ge1$, the first formula adds a positive term to $n$, so $n_g>n\ge1$.
- If $n<1$, the second formula gives $n\,n_g\ge1$. Were $n_g\le1$, we would have $n\,n_g\le n<1$, a contradiction.

Above all resonances every term of the sum in $\varepsilon$ is negative, so $\varepsilon<1$. Where $\varepsilon$ is also positive, $0<n<1$. The velocities $v_p=c/n$ and $v_g=c/n_g$ then satisfy $v_p>c$ and $0<v_g<c$. If all $r_j>0$, then $n\,n_g>1$ and $v_pv_g=c^2/(n\,n_g)<c^2$.

## What the Lean theorems say

The resonances are labelled by a finite type `ι`, and `f` and `r` assign a real strength and a real frequency to each label. All quantities are real numbers in consistent units, with `f j` carrying the dimension of a squared frequency. The definitions `permittivity` and `refractiveIndex` are $\varepsilon$ and $n$ above; taking $n=\sqrt\varepsilon$ means that the medium is non-magnetic. The definition `groupIndex` is Mathlib's derivative `deriv` of the function $v\mapsto v\,n(v)$, evaluated at `w`, so the explicit formulas for $n_g$ are theorems and not definitions.

The hypotheses stand for the following physics.

- `∀ j, 0 < f j` says that every oscillator responds as in a passive medium. A population-inverted transition would enter with negative strength.
- `∀ j, r j ^ 2 - w ^ 2 ≠ 0` keeps the frequency off the resonances, where an undamped response diverges.
- `0 < permittivity f r w` is transparency: the wave propagates instead of decaying. Lean's real square root returns zero for a negative argument, and this hypothesis keeps that convention out of the results.
- `[Nonempty ι]` asks for at least one resonance. With none, the medium is vacuum and $n=n_g=1$, so $n<1$ and $n_g>1$ both fail.

The theorem `single_resonance` answers the original question. It writes out `n` and `ng` in its own statement and assumes only $f>0$, $w_0>0$, $w>0$ and $w_0^2+f<w^2$; transparency is derived there. It concludes that $0<n<1$, that $n\,n_g$ has the closed form above and exceeds one, and that $n_g>1$. The theorem `one_lt_groupIndex` covers any finite number of resonances at any positive transparent frequency, and `phase_and_group_velocity` turns the indices into velocities above all resonances.

The model has no damping, no spatial dispersion and no continuum of resonances. The group velocity enters as $c/n_g$, which is $dw/dk$ for the wave number $k=wn/c$; the motion of a pulse is not derived, and nothing is stated about the speed of a signal front.

```lean
import Mathlib

open Finset

namespace LosslessLorentzMedium

noncomputable section

variable {ι : Type*} [Fintype ι]

/-- Relative permittivity at frequency `w` of a medium with undamped resonances at the
frequencies `r j` and strengths `f j`. -/
def permittivity (f r : ι → ℝ) (w : ℝ) : ℝ := 1 + ∑ j, f j / (r j ^ 2 - w ^ 2)

/-- Refractive index, the square root of the permittivity. -/
def refractiveIndex (f r : ι → ℝ) (w : ℝ) : ℝ := √(permittivity f r w)

/-- Group index, the derivative of `w n(w)` with respect to the frequency. -/
def groupIndex (f r : ι → ℝ) (w : ℝ) : ℝ := deriv (fun v => v * refractiveIndex f r v) w

/-- The slope of the permittivity at a frequency away from all resonances. -/
theorem hasDerivAt_permittivity {f r : ι → ℝ} {w : ℝ} (h : ∀ j, r j ^ 2 - w ^ 2 ≠ 0) :
    HasDerivAt (permittivity f r) (2 * w * ∑ j, f j / (r j ^ 2 - w ^ 2) ^ 2) w := by
  have hj : ∀ j ∈ (Finset.univ : Finset ι), HasDerivAt (fun v : ℝ => f j / (r j ^ 2 - v ^ 2))
      (2 * w * (f j / (r j ^ 2 - w ^ 2) ^ 2)) w := by
    intro j _
    have hd : HasDerivAt (fun v : ℝ => r j ^ 2 - v ^ 2) (-(2 * w)) w :=
      ((hasDerivAt_pow 2 w).const_sub (r j ^ 2)).congr_deriv (by norm_num)
    exact ((hasDerivAt_const w (f j)).fun_div hd (h j)).congr_deriv (by ring)
  rw [Finset.mul_sum]
  exact (HasDerivAt.fun_sum hj).const_add 1

/-- At a transparent frequency the group index is the refractive index plus an explicit
dispersion term. -/
theorem groupIndex_eq {f r : ι → ℝ} {w : ℝ} (h : ∀ j, r j ^ 2 - w ^ 2 ≠ 0)
    (hε : 0 < permittivity f r w) :
    groupIndex f r w = refractiveIndex f r w
      + w ^ 2 * (∑ j, f j / (r j ^ 2 - w ^ 2) ^ 2) / refractiveIndex f r w := by
  have hs : HasDerivAt (refractiveIndex f r)
      (2 * w * (∑ j, f j / (r j ^ 2 - w ^ 2) ^ 2) / (2 * refractiveIndex f r w)) w :=
    (hasDerivAt_permittivity h).sqrt hε.ne'
  have hp := (hasDerivAt_id' w).fun_mul hs
  unfold groupIndex
  rw [hp.deriv]
  ring

/-- At a transparent frequency the product of refractive index and group index is one plus
a sum over the resonances. -/
theorem index_mul_groupIndex {f r : ι → ℝ} {w : ℝ} (h : ∀ j, r j ^ 2 - w ^ 2 ≠ 0)
    (hε : 0 < permittivity f r w) :
    refractiveIndex f r w * groupIndex f r w
      = 1 + ∑ j, f j * r j ^ 2 / (r j ^ 2 - w ^ 2) ^ 2 := by
  have hn : 0 < refractiveIndex f r w := Real.sqrt_pos.mpr hε
  have hsq : refractiveIndex f r w ^ 2 = permittivity f r w := Real.sq_sqrt hε.le
  have key : ∀ a S : ℝ, 0 < a → a * (a + w ^ 2 * S / a) = a ^ 2 + w ^ 2 * S := by
    intro a S ha
    field_simp
  -- combine the permittivity and its slope resonance by resonance
  have hsum : ∑ j, f j * r j ^ 2 / (r j ^ 2 - w ^ 2) ^ 2
      = ∑ j, f j / (r j ^ 2 - w ^ 2) + w ^ 2 * ∑ j, f j / (r j ^ 2 - w ^ 2) ^ 2 := by
    rw [Finset.mul_sum, ← Finset.sum_add_distrib]
    refine Finset.sum_congr rfl fun j _ => ?_
    have hj := h j
    field_simp
    ring
  rw [groupIndex_eq h hε, key _ _ hn, hsq, hsum]
  unfold permittivity
  ring

/-- If all strengths are positive, the group index exceeds one at every positive transparent
frequency, whether it lies above or below any given resonance. -/
theorem one_lt_groupIndex [Nonempty ι] {f r : ι → ℝ} {w : ℝ} (hf : ∀ j, 0 < f j)
    (hw : 0 < w) (h : ∀ j, r j ^ 2 - w ^ 2 ≠ 0) (hε : 0 < permittivity f r w) :
    1 < groupIndex f r w := by
  have hn : 0 < refractiveIndex f r w := Real.sqrt_pos.mpr hε
  rcases le_or_gt 1 (refractiveIndex f r w) with h1 | h1
  · -- normal dispersion puts the group index above the refractive index
    have hS : 0 < ∑ j, f j / (r j ^ 2 - w ^ 2) ^ 2 :=
      Finset.sum_pos (fun j _ => div_pos (hf j)
        (lt_of_le_of_ne (sq_nonneg _) (pow_ne_zero 2 (h j)).symm)) Finset.univ_nonempty
    have hpos := div_pos (mul_pos (pow_pos hw 2) hS) hn
    rw [groupIndex_eq h hε]
    linarith
  · -- the product of the indices is at least one
    have hprod := index_mul_groupIndex h hε
    have hS : 0 ≤ ∑ j, f j * r j ^ 2 / (r j ^ 2 - w ^ 2) ^ 2 :=
      Finset.sum_nonneg fun j _ =>
        div_nonneg (mul_nonneg (hf j).le (sq_nonneg _)) (sq_nonneg _)
    by_contra hg
    have hle := mul_le_mul_of_nonneg_left (not_lt.mp hg) hn.le
    linarith

/-- If all strengths are positive, the refractive index at a transparent frequency above all
resonances lies strictly between zero and one. -/
theorem refractiveIndex_mem_Ioo [Nonempty ι] {f r : ι → ℝ} {w : ℝ} (hf : ∀ j, 0 < f j)
    (hr : ∀ j, r j ^ 2 < w ^ 2) (hε : 0 < permittivity f r w) :
    0 < refractiveIndex f r w ∧ refractiveIndex f r w < 1 := by
  refine ⟨Real.sqrt_pos.mpr hε, ?_⟩
  have hS : 0 < ∑ j, -(f j / (r j ^ 2 - w ^ 2)) :=
    Finset.sum_pos (fun j _ => neg_pos.mpr
      (div_neg_of_pos_of_neg (hf j) (by linarith [hr j]))) Finset.univ_nonempty
  rw [Finset.sum_neg_distrib] at hS
  unfold refractiveIndex
  rw [Real.sqrt_lt' one_pos]
  unfold permittivity
  linarith

/-- Let all strengths and resonance frequencies be positive. At a positive transparent frequency
above all resonances the phase velocity `c / n` exceeds `c`, the group velocity `c / n_g` is
positive and below `c`, and their product is below `c ^ 2`. -/
theorem phase_and_group_velocity [Nonempty ι] {f r : ι → ℝ} {w c : ℝ} (hc : 0 < c)
    (hf : ∀ j, 0 < f j) (hr0 : ∀ j, 0 < r j) (hw : 0 < w) (hr : ∀ j, r j ^ 2 < w ^ 2)
    (hε : 0 < permittivity f r w) :
    c < c / refractiveIndex f r w ∧ 0 < c / groupIndex f r w ∧ c / groupIndex f r w < c ∧
      c / refractiveIndex f r w * (c / groupIndex f r w) < c ^ 2 := by
  have h : ∀ j, r j ^ 2 - w ^ 2 ≠ 0 := fun j => (sub_neg.mpr (hr j)).ne
  obtain ⟨hn, hn1⟩ := refractiveIndex_mem_Ioo hf hr hε
  have hg := one_lt_groupIndex hf hw h hε
  have hg0 : 0 < groupIndex f r w := by linarith
  have hS : 0 < ∑ j, f j * r j ^ 2 / (r j ^ 2 - w ^ 2) ^ 2 :=
    Finset.sum_pos (fun j _ => div_pos (mul_pos (hf j) (pow_pos (hr0 j) 2))
      (lt_of_le_of_ne (sq_nonneg _) (pow_ne_zero 2 (h j)).symm)) Finset.univ_nonempty
  have hprod := index_mul_groupIndex h hε
  refine ⟨?_, div_pos hc hg0, ?_, ?_⟩
  · rw [lt_div_iff₀ hn]
    nlinarith
  · rw [div_lt_iff₀ hg0]
    nlinarith
  · rw [div_mul_div_comm, div_lt_iff₀ (mul_pos hn hg0), hprod]
    nlinarith [mul_pos (pow_pos hc 2) hS]

/-- If all resonance frequencies are zero, as for free carriers, the product of refractive
index and group index is exactly one at every transparent frequency. -/
theorem free_carrier_index_product {f : ι → ℝ} {w : ℝ} (hw : w ≠ 0)
    (hε : 0 < permittivity f (fun _ => 0) w) :
    refractiveIndex f (fun _ => 0) w * groupIndex f (fun _ => 0) w = 1 := by
  rw [index_mul_groupIndex (fun _ => by simpa using hw) hε]
  simp

/-- For a single resonance with positive strength `f` and positive frequency `w0`, and for `w > 0`
with `w ^ 2 > w0 ^ 2 + f`, the refractive index lies between zero and one, its product with the
group index has a closed form exceeding one, and the group index exceeds one. -/
theorem single_resonance {f w0 w : ℝ} (hf : 0 < f) (hw0 : 0 < w0) (hw : 0 < w)
    (hband : w0 ^ 2 + f < w ^ 2) :
    let n : ℝ → ℝ := fun v => √(1 + f / (w0 ^ 2 - v ^ 2))
    let ng : ℝ := deriv (fun v => v * n v) w
    0 < n w ∧ n w < 1 ∧ n w * ng = 1 + f * w0 ^ 2 / (w ^ 2 - w0 ^ 2) ^ 2 ∧
      1 < n w * ng ∧ 1 < ng := by
  intro n ng
  have hd : w0 ^ 2 - w ^ 2 < 0 := by linarith
  -- the frequency condition is what makes the medium transparent
  have hε : 0 < permittivity (fun _ : Unit => f) (fun _ => w0) w := by
    have h1 : -1 < f / (w0 ^ 2 - w ^ 2) := by
      rw [lt_div_iff_of_neg hd]
      linarith
    simp only [permittivity, Finset.univ_unique, Finset.sum_singleton]
    linarith
  have hfun : refractiveIndex (fun _ : Unit => f) (fun _ => w0) = n := by
    funext v
    simp [refractiveIndex, permittivity, n]
  have hng : groupIndex (fun _ : Unit => f) (fun _ => w0) w = ng := by
    simp only [groupIndex, hfun, ng]
  have hio := refractiveIndex_mem_Ioo (fun _ => hf) (fun _ => by linarith) hε
  have hg := one_lt_groupIndex (fun _ => hf) hw (fun _ => hd.ne) hε
  have hp := index_mul_groupIndex (fun _ => hd.ne) hε
  rw [hfun] at hio
  rw [hng] at hg
  rw [hfun, hng] at hp
  simp only [Finset.univ_unique, Finset.sum_singleton] at hp
  rw [show (w0 ^ 2 - w ^ 2) ^ 2 = (w ^ 2 - w0 ^ 2) ^ 2 by ring] at hp
  have hpos : 0 < f * w0 ^ 2 / (w ^ 2 - w0 ^ 2) ^ 2 :=
    div_pos (mul_pos hf (pow_pos hw0 2)) (pow_pos (by linarith) 2)
  exact ⟨hio.1, hio.2, hp, by rw [hp]; linarith, hg⟩

end

end LosslessLorentzMedium
```

```lean
#print axioms LosslessLorentzMedium.phase_and_group_velocity
#print axioms LosslessLorentzMedium.free_carrier_index_product
#print axioms LosslessLorentzMedium.single_resonance
```

```
'LosslessLorentzMedium.phase_and_group_velocity' depends on axioms: [propext, Classical.choice, Quot.sound]
'LosslessLorentzMedium.free_carrier_index_product' depends on axioms: [propext, Classical.choice, Quot.sound]
'LosslessLorentzMedium.single_resonance' depends on axioms: [propext, Classical.choice, Quot.sound]
```

## How the proof follows the calculation

`hasDerivAt_permittivity` computes $d\varepsilon/dw$. The inner statement `hj` applies the quotient rule to one resonance, with `hd` supplying the derivative $-2w$ of the denominator. `HasDerivAt.fun_sum` adds the terms, and `const_add` takes care of the constant one.

`groupIndex_eq` is the first formula for $n_g$. The chain rule for the square root, `.sqrt`, needs $\varepsilon\ne0$, which comes from transparency. The product rule `fun_mul` then gives the derivative of $v\,n(v)$, and `hp.deriv` converts this into the value of `deriv`.

`index_mul_groupIndex` multiplies by $n$. The auxiliary statement `key` cancels the $n$ in the denominator, `hsq` replaces $n^2$ by $\varepsilon$, and `hsum` combines the fractions resonance by resonance. Inside `hsum`, `field_simp` clears the denominators and `ring` confirms the remaining identity, which rests on $(r_j^2-w^2)+w^2=r_j^2$.

`one_lt_groupIndex` splits on whether $1\le n$ or $n<1$, exactly as in the two cases above. The first branch shows that the dispersion term is positive. The second assumes $n_g\le1$, multiplies by $n$ and reaches the contradiction with $n\,n_g\ge1$.

`refractiveIndex_mem_Ioo` shows that the negatives of the resonance terms have a positive sum, which gives $\varepsilon<1$; `Real.sqrt_lt'` carries this over to $n<1$. `phase_and_group_velocity` then clears the denominators in the comparisons with $c$ and $c^2$; the positivity of the group velocity follows directly from $n_g>0$. Only its last claim, $v_pv_g<c^2$, uses `hr0`, the positivity of the resonance frequencies.

`single_resonance` applies the general results with the one-element type `Unit` as the set of labels. The step `h1` turns the frequency condition into $-1<f/(w_0^2-w^2)$, which is transparency. The step `hfun` proves that the general index and the explicit square root agree as functions. Agreement at the single point $w$ would not suffice, because the group index is a derivative.

## Free carriers, the band edge and a negative strength

Setting all resonance frequencies to zero recovers the electron gas of the question. `free_carrier_index_product` proves that $n\,n_g=1$ exactly in this case, at every nonzero transparent frequency. The strict inequality $n\,n_g>1$ for one resonance therefore depends on $w_0\neq0$, that is, on a restoring force.

The ends of the single-resonance band follow from the closed form by inspection. As $w\to\infty$, both $n$ and $n_g$ tend to one, because the electrons can no longer follow the field. As $w^2$ falls to $w_0^2+f$, the index $n$ tends to zero while $n\,n_g$ tends to $1+w_0^2/f$. Hence $n_g$ grows without bound and the group velocity tends to zero.

The sign of $f$ matters. Take $w_0=1$, $w^2=2$ and $f=-1/2$, which still satisfies $w^2>w_0^2+f$. Then $\varepsilon=3/2$ and $n\approx1.225$, while $n\,n_g=1-1/2=1/2$ and $n_g\approx0.408$. Both conclusions are reversed: the phase velocity is below $c$, and $c/n_g\approx2.45\,c$ is above it. This is the inverted medium that the hypothesis $f>0$ excludes.

For electronic-structure work, a linear-response calculation that yields finitely many real excitation energies and positive oscillator strengths leads, for a dilute medium without local-field corrections, to a permittivity of this form. Within that undamped model, a numerically differentiated group index at or below one, at a positive transparent frequency, signals an error in the numbers.
